# Integrability along a line of the non-additive n^p energy density of two opposed exponential densities, for 1 < p < 2

Two fragment densities, e^(−kt) and e^(kt) with k > 0, overlap along a line, each scaled to one at the bond midpoint t = 0 and kept purely exponential for all t. For a local functional with energy density n^p, the non-additive part is (e^(−kt) + e^(kt))^p − e^(−pkt) − e^(pkt), and `profile_integrable` states that for 1 < p < 2 this function of t is integrable over the whole real line. The proof bounds the profile by 3e^(−(2−p)kt) for t ≥ 0 and uses its evenness for t ≤ 0. It then compares the profile's absolute value with an integrable majorant, made from a one-sided exponential and its mirror image.

The first attempt, which Lean rejects:

```lean
import Mathlib

open Filter Topology MeasureTheory

namespace NonadditiveKineticDecay

noncomputable section

/-- Non-additive energy density of two fragment densities `a`, `b` for a local functional with
energy density `n ^ p`. -/
def nonadd (p a b : ℝ) : ℝ := (a + b) ^ p - a ^ p - b ^ p

/-- Non-additive energy density at distance `t` from the bond midpoint, with both fragment
densities scaled to one at the midpoint. -/
def profile (p k t : ℝ) : ℝ := nonadd p (Real.exp (-(k * t))) (Real.exp (k * t))

/-- For `p > 1` the non-additive energy density of two positive densities is positive. -/
theorem nonadd_pos {p a b : ℝ} (hp : 1 < p) (ha : 0 < a) (hb : 0 < b) :
    0 < nonadd p a b := by
  have split : ∀ x : ℝ, 0 < x → x ^ p = x * x ^ (p - 1) := by
    intro x hx
    have h := Real.rpow_add hx 1 (p - 1)
    rw [show (1 : ℝ) + (p - 1) = p by ring, Real.rpow_one] at h
    exact h
  have h1 : a ^ (p - 1) < (a + b) ^ (p - 1) :=
    Real.rpow_lt_rpow ha.le (by linarith) (by linarith)
  have h2 : b ^ (p - 1) < (a + b) ^ (p - 1) :=
    Real.rpow_lt_rpow hb.le (by linarith) (by linarith)
  unfold nonadd
  rw [split (a + b) (by linarith), split a ha, split b hb]
  nlinarith [mul_pos ha (sub_pos.2 h1), mul_pos hb (sub_pos.2 h2)]

/-- For `p ≤ 2`, where `a` is the larger density, the non-additive energy density is at most
`3 a ^ (p - 2)` times the product of the densities. -/
theorem nonadd_le {p a b : ℝ} (hp : p ≤ 2) (hb : 0 < b) (hab : b ≤ a) :
    nonadd p a b ≤ 3 * (a ^ (p - 2) * (a * b)) := by
  have ha : 0 < a := lt_of_lt_of_le hb hab
  have split : ∀ x : ℝ, 0 < x → x ^ p = x ^ 2 * x ^ (p - 2) := by
    intro x hx
    have h := Real.rpow_add hx 2 (p - 2)
    rw [show (2 : ℝ) + (p - 2) = p by ring, Real.rpow_two] at h
    exact h
  have h1 : (a + b) ^ (p - 2) ≤ a ^ (p - 2) :=
    Real.rpow_le_rpow_of_nonpos ha (by linarith) (by linarith)
  have h2 : 0 < a ^ (p - 2) := Real.rpow_pos_of_pos ha _
  have h3 : 0 < b ^ p := Real.rpow_pos_of_pos hb _
  have h4 := mul_le_mul_of_nonneg_left h1 (sq_nonneg (a + b))
  have h5 := mul_nonneg h2.le (mul_nonneg hb.le (sub_nonneg.2 hab))
  unfold nonadd
  rw [split (a + b) (by linarith), split a ha]
  nlinarith

/-- The midpoint profile is an even function of `t`. -/
theorem profile_neg (p k t : ℝ) : profile p k (-t) = profile p k t := by
  simp only [profile, nonadd, mul_neg, neg_neg]
  rw [add_comm (Real.exp (k * t))]
  ring

/-- For `1 < p < 2` and `k > 0` the midpoint profile is integrable over the whole line. -/
theorem profile_integrable {p k : ℝ} (hp : 1 < p) (hp2 : p < 2) (hk : 0 < k) :
    Integrable (profile p k) := by
  have hc : 0 < (2 - p) * k := mul_pos (by linarith) hk
  have hcont : Continuous (profile p k) := by
    unfold profile nonadd
    refine Continuous.sub (Continuous.sub ?_ ?_) ?_ <;>
      refine Continuous.rpow_const (by fun_prop) (fun t => Or.inl ?_) <;> positivity
  -- exponential bound on the right half-line
  have bound : ∀ s : ℝ, 0 ≤ s → profile p k s ≤ 3 * Real.exp (-((2 - p) * k) * s) := by
    intro s hs
    have hks : 0 ≤ k * s := mul_nonneg hk.le hs
    have h := nonadd_le hp2.le (Real.exp_pos (-(k * s)))
      (Real.exp_le_exp.2 (show -(k * s) ≤ k * s by linarith))
    have e1 : Real.exp (k * s) * Real.exp (-(k * s)) = 1 := by
      rw [← Real.exp_add, add_neg_cancel, Real.exp_zero]
    have e2 : Real.exp (k * s) ^ (p - 2) = Real.exp (-((2 - p) * k) * s) := by
      rw [← Real.exp_mul]
      congr 1
      ring
    rw [e1, e2, mul_one] at h
    rw [← profile_neg]
    simpa only [profile, mul_neg, neg_neg] using h
  -- an integrable majorant built from a one-sided exponential and its mirror image
  obtain ⟨h, hdef⟩ : ∃ h : ℝ → ℝ, h = Set.indicator (Set.Ioi (-1 : ℝ))
      (fun t => Real.exp (-((2 - p) * k) * t)) := ⟨_, rfl⟩
  have hh : Integrable h := by
    rw [hdef]
    exact (integrable_indicator_iff measurableSet_Ioi).2 (exp_neg_integrableOn_Ioi (-1) hc)
  have hnn : ∀ s, 0 ≤ h s := by
    intro s
    rw [hdef]
    exact Set.indicator_nonneg (fun x _ => (Real.exp_pos _).le) s
  have key : ∀ s : ℝ, 0 ≤ s → profile p k s ≤ 3 * h s := by
    intro s hs
    have hmem : s ∈ Set.Ioi (-1 : ℝ) := Set.mem_Ioi.2 (by linarith)
    rw [hdef, Set.indicator_of_mem hmem]
    exact bound s hs
  refine ((hh.add hh.comp_neg).const_mul 3).mono' hcont.aestronglyMeasurable
    (Eventually.of_forall fun t => ?_)
  rw [Real.norm_of_nonneg (nonadd_pos hp (Real.exp_pos _) (Real.exp_pos _)).le]
  change profile p k t ≤ 3 * (h t + h (-t))
  rcases le_total 0 t with ht | ht
  · linarith [key t ht, hnn (-t)]
  · have h1 := key (-t) (by linarith)
    rw [profile_neg] at h1
    linarith [hnn t]

end

end NonadditiveKineticDecay
```

Compiling this gives:

```
Main.lean:99:6: error: Tactic `rewrite` failed: Did not find an occurrence of the pattern
  ‖nonadd p (Real.exp ?m.629) (Real.exp ?m.630)‖
in the target expression
  ‖profile p k t‖ ≤ 3 * (h + fun t => h (-t)) t

p k : ℝ
hp : 1 < p
hp2 : p < 2
hk : 0 < k
hc : 0 < (2 - p) * k
hcont : Continuous (profile p k)
bound : ∀ (s : ℝ), 0 ≤ s → profile p k s ≤ 3 * Real.exp (-((2 - p) * k) * s)
h : ℝ → ℝ
hdef : h = (Set.Ioi (-1)).indicator fun t => Real.exp (-((2 - p) * k) * t)
hh : Integrable h volume
hnn : ∀ (s : ℝ), 0 ≤ h s
key : ∀ (s : ℝ), 0 ≤ s → profile p k s ≤ 3 * h s
t : ℝ
⊢ ‖profile p k t‖ ≤ 3 * (h + fun t => h (-t)) t
```

The repair, with which the file compiles:

```diff
@@ -97,5 +97,6 @@
   refine ((hh.add hh.comp_neg).const_mul 3).mono' hcont.aestronglyMeasurable
     (Eventually.of_forall fun t => ?_)
-  rw [Real.norm_of_nonneg (nonadd_pos hp (Real.exp_pos _) (Real.exp_pos _)).le]
+  have hpos : 0 < profile p k t := nonadd_pos hp (Real.exp_pos _) (Real.exp_pos _)
+  rw [Real.norm_of_nonneg hpos.le]
   change profile p k t ≤ 3 * (h t + h (-t))
   rcases le_total 0 t with ht | ht
```

Cause. The error comes where the proof removes the norm from the profile, which is allowed because the profile is positive. The rewrite takes its pattern from the type of the proof given to `Real.norm_of_nonneg`. That proof is built from `nonadd_pos`, which speaks of `nonadd`, so Lean looks for `‖nonadd p (Real.exp ?m.629) (Real.exp ?m.630)‖`. The goal contains `‖profile p k t‖`. The two agree once `profile` is unfolded, but `rw` does not unfold an ordinary definition like this one when it searches for its pattern, so it finds no match.

The repair first states the positivity as `hpos : 0 < profile p k t`. Checking `nonadd_pos` against that stated type is a test of definitional equality, in which Lean may unfold `profile`; this also settles the two unknown exponents as `-(k * t)` and `k * t`. The rewrite with `hpos.le` then looks for `‖profile p k t‖`, which is exactly what the goal contains.
